# Stiffening a Positive Definite Dynamical Matrix at Fixed Temperature Never Raises Its Phonon Entropy

## Adding a spring to a harmonic solid

Take a harmonic solid held at temperature $T$, with every atom tied to a stable equilibrium position, and connect two of its atoms by an extra spring that is relaxed at equilibrium. The masses stay the same, and no displacement costs less energy than before. Does the vibrational entropy go down?

Let $A$ be the dynamical matrix before the change and $B$ the one after it. Both are real, symmetric and mass-weighted, and their eigenvalues are the squared mode frequencies. The spring adds a non-negative quadratic form to the energy, so $v^{\mathsf T}(B-A)v\ge 0$ for every vector $v$; that is, $B-A$ is positive semidefinite. The modes of $B$ generally have different shapes from those of $A$, so the comparison below works through their overlaps.

## The entropy and the claim

In units with $\hbar=k_B=1$, a mode of frequency $\omega$ has the canonical entropy

$$s(x)=\frac{x}{e^x-1}-\ln(1-e^{-x}),\qquad x=\frac{\omega}{T}.$$

As a function of the squared frequency $k$ this is $g(k)=s(\sqrt k/T)$. Write $a_i$ for the eigenvalues of $A$ and $b_j$ for those of $B$, counted with multiplicity. The phonon entropies are $S(A)=\sum_i g(a_i)$ and $S(B)=\sum_j g(b_j)$.

If $A$ is positive definite and $B-A$ is positive semidefinite, then $S(B)\le S(A)$ at every $T>0$, with equality exactly when $A=B$.

For finite harmonic models, this fixes the sign of a vibrational entropy difference between two structures whenever their dynamical matrices are ordered in this sense.

## One mode: decreasing and convex in the squared frequency

The two terms of $s$ have derivatives

$$\frac{d}{dx}\frac{x}{e^x-1}=\frac{e^x-1-xe^x}{(e^x-1)^2},\qquad
\frac{d}{dx}\ln(1-e^{-x})=\frac{e^{-x}}{1-e^{-x}}=\frac1{e^x-1}.$$

Subtracting the second from the first gives

$$s'(x)=-\frac{xe^x}{(e^x-1)^2}.$$

Since $x=\sqrt k/T$, we have $dx/dk=1/(2T\sqrt k)=1/(2T^2x)$, and the chain rule gives

$$g'(k)=-\frac{1}{2T^2}\,\frac{e^x}{(e^x-1)^2}<0.$$

So $g$ is strictly decreasing for $k>0$. For convexity, $g'$ must be increasing. Take two squared frequencies, the second at least as large as the first, and let $E\le F$ be the corresponding values of $e^x$, both greater than 1. Then

$$E(F-1)^2-F(E-1)^2=(F-E)(EF-1)\ge0,$$

hence $F/(F-1)^2\le E/(E-1)^2$. The negative slope rises towards zero as $k$ grows, and $g$ is convex.

## Many modes: averaging with squared overlaps

Let $u_i$ and $v_j$ be orthonormal mode vectors, with $Au_i=a_iu_i$ and $Bv_j=b_jv_j$, and set $P_{ij}=(u_i\cdot v_j)^2$. These weights are non-negative. Because both sets are orthonormal bases, $\sum_jP_{ij}=|u_i|^2=1$ and $\sum_iP_{ij}=|v_j|^2=1$.

Expanding $v_j$ in the modes of $A$ gives the old stiffness averaged over a new mode:

$$m_j:=v_j^{\mathsf T}Av_j=\sum_iP_{ij}a_i.$$

Since $v_j^{\mathsf T}Bv_j=b_j$,

$$b_j-m_j=v_j^{\mathsf T}(B-A)v_j\ge0.$$

Each $m_j$ is a weighted mean of positive numbers, so $b_j\ge m_j>0$. Monotonicity, then Jensen's inequality, then the row sums of $P$ give

$$\sum_jg(b_j)\le\sum_jg(m_j)\le\sum_j\sum_iP_{ij}g(a_i)=\sum_ig(a_i).$$

For the equality case, suppose $b_j=m_j$ for every $j$. Write $B-A=R^{\mathsf T}R$. Then $|Rv_j|^2=0$, so $(B-A)v_j=0$ for every vector of a basis, and $A=B$. Therefore, if $A\ne B$, some $b_j$ exceeds $m_j$, and strict monotonicity makes the first inequality strict.

## The high-temperature limit

For small $x$, $s(x)=1-\ln x+O(x^2)$. When $T$ is large compared with all the frequencies, the temperature cancels from the leading difference:

$$S(A)-S(B)\to\tfrac12\ln\frac{\det B}{\det A}.$$

This classical limit is a calculation by hand alongside the Lean development.

## The Lean file

```lean
import Mathlib

open Matrix

namespace PhononEntropyStiffening

noncomputable section

variable {n : Type*} [Fintype n] [DecidableEq n]

/-- Entropy of one harmonic mode as a function of `x`, the frequency divided by the temperature,
in units where the reduced Planck constant and the Boltzmann constant are one. -/
def modeEntropy (x : ℝ) : ℝ :=
  x / (Real.exp x - 1) - Real.log (1 - Real.exp (-x))

/-- Entropy at temperature `T` of a mode whose squared frequency is `k`. -/
def stiffnessEntropy (T k : ℝ) : ℝ := modeEntropy (Real.sqrt k / T)

/-- Phonon entropy at temperature `T` of a symmetric dynamical matrix: the sum of the mode
entropies over its eigenvalues, which are the squared frequencies. -/
def phononEntropy (T : ℝ) {A : Matrix n n ℝ} (hA : A.IsHermitian) : ℝ :=
  ∑ i, stiffnessEntropy T (hA.eigenvalues i)

/-- For `x > 0`, the slope of the mode entropy in the reduced frequency `x` is `-x eˣ / (eˣ - 1)²`.
-/
theorem hasDerivAt_modeEntropy {x : ℝ} (hx : 0 < x) :
    HasDerivAt modeEntropy (-(x * Real.exp x / (Real.exp x - 1) ^ 2)) x := by
  have he : Real.exp x - 1 ≠ 0 := by
    have := Real.add_one_lt_exp hx.ne'
    exact ne_of_gt (by linarith)
  have hm : 1 - Real.exp (-x) ≠ 0 := by
    have : Real.exp (-x) < 1 := Real.exp_lt_one_iff.mpr (by linarith)
    exact ne_of_gt (by linarith)
  have h1 : HasDerivAt (fun y : ℝ => y / (Real.exp y - 1))
      ((1 * (Real.exp x - 1) - x * Real.exp x) / (Real.exp x - 1) ^ 2) x :=
    (hasDerivAt_id' x).fun_div ((Real.hasDerivAt_exp x).sub_const 1) he
  have h2 : HasDerivAt (fun y : ℝ => Real.log (1 - Real.exp (-y)))
      (-(Real.exp (-x) * -1) / (1 - Real.exp (-x))) x :=
    ((hasDerivAt_neg' x).exp.const_sub 1).log hm
  have hk : -(Real.exp (-x) * -1) / (1 - Real.exp (-x)) = 1 / (Real.exp x - 1) := by
    have h : Real.exp (-x) * Real.exp x = 1 := by
      rw [← Real.exp_add, neg_add_cancel, Real.exp_zero]
    rw [div_eq_div_iff hm he]
    linear_combination h
  have hq : (1 * (Real.exp x - 1) - x * Real.exp x) / (Real.exp x - 1) ^ 2
      - 1 / (Real.exp x - 1) = -(x * Real.exp x / (Real.exp x - 1) ^ 2) := by
    generalize Real.exp x = E at he
    rw [← neg_div, div_sub_div _ _ (pow_ne_zero 2 he) he,
      div_eq_div_iff (mul_ne_zero (pow_ne_zero 2 he) he) (pow_ne_zero 2 he)]
    ring
  refine (h1.fun_sub h2).congr_deriv ?_
  rw [hk, hq]

/-- For `T > 0` and `k > 0`, the slope of the mode entropy in the squared frequency `k` is `-eˣ / (2
T² (eˣ - 1)²)` with `x = √k / T`. -/
theorem hasDerivAt_stiffnessEntropy {T k : ℝ} (hT : 0 < T) (hk : 0 < k) :
    HasDerivAt (stiffnessEntropy T)
      (-(1 / (2 * T ^ 2)) *
        (Real.exp (Real.sqrt k / T) / (Real.exp (Real.sqrt k / T) - 1) ^ 2)) k := by
  have hs : Real.sqrt k * (Real.sqrt k)⁻¹ = 1 := mul_inv_cancel₀ (Real.sqrt_pos.mpr hk).ne'
  have h := (hasDerivAt_modeEntropy (div_pos (Real.sqrt_pos.mpr hk) hT)).comp k
    ((Real.hasDerivAt_sqrt hk.ne').div_const T)
  refine h.congr_deriv ?_
  generalize Real.exp (Real.sqrt k / T) = E
  generalize Real.sqrt k = s at hs
  linear_combination (-(T⁻¹ ^ 2 * E * ((E - 1) ^ 2)⁻¹ / 2)) * hs

/-- At fixed positive temperature the mode entropy is strictly decreasing and convex as a function
of the squared frequency on the positive numbers. -/
theorem stiffnessEntropy_strictAnti_convex {T : ℝ} (hT : 0 < T) :
    StrictAntiOn (stiffnessEntropy T) (Set.Ioi 0) ∧
      ConvexOn ℝ (Set.Ioi 0) (stiffnessEntropy T) := by
  have hd := fun (k : ℝ) (hk : 0 < k) => hasDerivAt_stiffnessEntropy hT hk
  have hc : ContinuousOn (stiffnessEntropy T) (Set.Ioi 0) :=
    fun k hk => (hd k hk).continuousAt.continuousWithinAt
  have hE : ∀ k : ℝ, 0 < k → 1 < Real.exp (Real.sqrt k / T) := fun k hk =>
    Real.one_lt_exp_iff.mpr (div_pos (Real.sqrt_pos.mpr hk) hT)
  have hT2 : 0 < 1 / (2 * T ^ 2) := by positivity
  constructor
  · refine strictAntiOn_of_deriv_neg (convex_Ioi 0) hc fun k hk => ?_
    rw [interior_Ioi] at hk
    rw [(hd k hk).deriv]
    have h1 : 0 < Real.exp (Real.sqrt k / T) - 1 := by linarith [hE k hk]
    have h2 := mul_pos hT2 (div_pos (Real.exp_pos (Real.sqrt k / T)) (pow_pos h1 2))
    linarith
  · refine MonotoneOn.convexOn_of_deriv (convex_Ioi 0) hc ?_ ?_
    · rw [interior_Ioi]
      exact fun k hk => (hd k hk).differentiableAt.differentiableWithinAt
    · rw [interior_Ioi]
      intro a ha b hb hab
      rw [(hd a ha).deriv, (hd b hb).deriv]
      have h1 := hE a ha
      have h2 := hE b hb
      have h3 : Real.exp (Real.sqrt a / T) ≤ Real.exp (Real.sqrt b / T) :=
        Real.exp_le_exp.mpr (div_le_div_of_nonneg_right (Real.sqrt_le_sqrt hab) hT.le)
      generalize Real.exp (Real.sqrt a / T) = E at *
      generalize Real.exp (Real.sqrt b / T) = F at *
      have h4 : F / (F - 1) ^ 2 ≤ E / (E - 1) ^ 2 := by
        rw [div_le_div_iff₀ (pow_pos (by linarith) 2) (pow_pos (by linarith) 2)]
        have h5 : 0 ≤ E * F - 1 := by nlinarith
        nlinarith [mul_nonneg (sub_nonneg.mpr h3) h5]
      have h6 := mul_le_mul_of_nonneg_left h4 hT2.le
      linarith

/-- A symmetric dynamical matrix has an orthogonal matrix of mode vectors, listed in the order
of its eigenvalues. -/
theorem exists_modes {A : Matrix n n ℝ} (hA : A.IsHermitian) :
    ∃ U : Matrix n n ℝ, Uᵀ * U = 1 ∧ A * U = U * diagonal hA.eigenvalues := by
  refine ⟨Matrix.of fun i j => (hA.eigenvectorBasis j).ofLp i, ?_, ?_⟩
  · ext i j
    have h := orthonormal_iff_ite.mp hA.eigenvectorBasis.orthonormal i j
    rw [PiLp.inner_apply] at h
    rw [Matrix.mul_apply, Matrix.one_apply, ← h]
    refine Finset.sum_congr rfl fun k _ => ?_
    simp [mul_comm]
  · ext i j
    have h := congrFun (hA.mulVec_eigenvectorBasis j) i
    rw [Matrix.mul_diagonal, mul_comm]
    exact h

/-- For symmetric `A` and `B` with `B - A` positive semidefinite, there are doubly stochastic
weights for which each weighted mean of the eigenvalues of `A` is at most the matching eigenvalue of
`B`; if all these bounds are equalities, then `A = B`. -/
theorem exists_overlaps {A B : Matrix n n ℝ} (hA : A.IsHermitian) (hB : B.IsHermitian)
    (hAB : (B - A).PosSemidef) :
    ∃ P : n → n → ℝ, (∀ i j, 0 ≤ P i j) ∧ (∀ i, ∑ j, P i j = 1) ∧ (∀ j, ∑ i, P i j = 1) ∧
      (∀ j, ∑ i, P i j * hA.eigenvalues i ≤ hB.eigenvalues j) ∧
      ((∀ j, ∑ i, P i j * hA.eigenvalues i = hB.eigenvalues j) → A = B) := by
  obtain ⟨U, hU, hAU⟩ := exists_modes hA
  obtain ⟨V, hV, hBV⟩ := exists_modes hB
  have hU' : U * Uᵀ = 1 := mul_eq_one_comm.mp hU
  have hV' : V * Vᵀ = 1 := mul_eq_one_comm.mp hV
  -- the overlap matrix between the two sets of modes
  obtain ⟨W, hWd⟩ : ∃ W, W = Uᵀ * V := ⟨_, rfl⟩
  have hWt : Wᵀ = Vᵀ * U := by rw [hWd, transpose_mul, transpose_transpose]
  have hW : Wᵀ * W = 1 := by
    rw [hWt, hWd, Matrix.mul_assoc, ← Matrix.mul_assoc U, hU', Matrix.one_mul, hV]
  have hW' : W * Wᵀ = 1 := mul_eq_one_comm.mp hW
  have hAd : A = U * diagonal hA.eigenvalues * Uᵀ := by
    rw [← hAU, Matrix.mul_assoc, hU', Matrix.mul_one]
  have hVA : Vᵀ * A * V = Wᵀ * diagonal hA.eigenvalues * W := by
    rw [hWt, hWd]
    conv_lhs => rw [hAd]
    simp only [Matrix.mul_assoc]
  have hVB : Vᵀ * B * V = diagonal hB.eigenvalues := by
    rw [Matrix.mul_assoc, hBV, ← Matrix.mul_assoc, hV, Matrix.one_mul]
  have hent : ∀ j, (Vᵀ * A * V) j j = ∑ i, W i j ^ 2 * hA.eigenvalues i := by
    intro j
    rw [hVA, Matrix.mul_apply]
    refine Finset.sum_congr rfl fun i _ => ?_
    rw [Matrix.mul_diagonal, transpose_apply]
    ring
  -- the extra stiffness felt by mode `j` of `B`
  have hdiff : ∀ j, (fun k => V k j) ⬝ᵥ ((B - A) *ᵥ (fun k => V k j)) =
      hB.eigenvalues j - ∑ i, W i j ^ 2 * hA.eigenvalues i := by
    intro j
    have h1 : (fun k => V k j) ⬝ᵥ ((B - A) *ᵥ (fun k => V k j)) =
        (Vᵀ * ((B - A) * V)) j j := rfl
    have h2 : Vᵀ * ((B - A) * V) = Vᵀ * B * V - Vᵀ * A * V := by
      rw [Matrix.sub_mul, Matrix.mul_sub, Matrix.mul_assoc, Matrix.mul_assoc]
    rw [h1, h2, Matrix.sub_apply, hent, hVB, diagonal_apply_eq]
  refine ⟨fun i j => W i j ^ 2, fun i j => sq_nonneg _, fun i => ?_, fun j => ?_,
    fun j => ?_, fun heq => ?_⟩
  · have h := congrFun (congrFun hW' i) i
    simp only [Matrix.mul_apply, transpose_apply, one_apply_eq] at h
    simpa only [pow_two] using h
  · have h := congrFun (congrFun hW j) j
    simp only [Matrix.mul_apply, transpose_apply, one_apply_eq] at h
    simpa only [pow_two] using h
  · have h := hAB.dotProduct_mulVec_nonneg (fun k => V k j)
    rw [star_trivial, hdiff j] at h
    exact sub_nonneg.mp h
  · have hz : (B - A) * V = 0 := by
      ext k j
      have h := (hAB.dotProduct_mulVec_zero_iff (fun k => V k j)).mp (by
        rw [star_trivial, hdiff j]
        exact sub_eq_zero.mpr (heq j).symm)
      exact congrFun h k
    have h : B - A = 0 := by
      rw [← Matrix.mul_one (B - A), ← hV', ← Matrix.mul_assoc, hz, Matrix.zero_mul]
    exact (sub_eq_zero.mp h).symm

/-- For a strictly decreasing convex function of the squared frequency, the sum over modes
strictly decreases when a positive definite dynamical matrix is stiffened to a different one. -/
theorem spectral_sum_lt {f : ℝ → ℝ} (hf : StrictAntiOn f (Set.Ioi 0))
    (hc : ConvexOn ℝ (Set.Ioi 0) f) {A B : Matrix n n ℝ} (hA : A.PosDef)
    (hB : B.IsHermitian) (hAB : (B - A).PosSemidef) (hne : A ≠ B) :
    ∑ j, f (hB.eigenvalues j) < ∑ i, f (hA.isHermitian.eigenvalues i) := by
  obtain ⟨P, h0, hrow, hcol, hle, heq⟩ := exists_overlaps hA.isHermitian hB hAB
  have ha : ∀ i, hA.isHermitian.eigenvalues i ∈ Set.Ioi (0 : ℝ) := fun i => hA.eigenvalues_pos i
  have hm : ∀ j, ∑ i, P i j * hA.isHermitian.eigenvalues i ∈ Set.Ioi (0 : ℝ) := fun j => by
    simpa only [smul_eq_mul] using (convex_Ioi (0 : ℝ)).sum_mem
      (fun i _ => h0 i j) (hcol j) (fun i _ => ha i)
  have hb : ∀ j, hB.eigenvalues j ∈ Set.Ioi (0 : ℝ) := fun j => lt_of_lt_of_le (hm j) (hle j)
  obtain ⟨j₀, hj₀⟩ : ∃ j, ∑ i, P i j * hA.isHermitian.eigenvalues i ≠ hB.eigenvalues j := by
    by_contra h
    push Not at h
    exact hne (heq h)
  calc ∑ j, f (hB.eigenvalues j)
      < ∑ j, f (∑ i, P i j * hA.isHermitian.eigenvalues i) :=
        Finset.sum_lt_sum (fun j _ => hf.antitoneOn (hm j) (hb j) (hle j))
          ⟨j₀, Finset.mem_univ _, hf (hm j₀) (hb j₀) (lt_of_le_of_ne (hle j₀) hj₀)⟩
    -- Jensen's inequality for each mode of `B`
    _ ≤ ∑ j, ∑ i, P i j * f (hA.isHermitian.eigenvalues i) :=
        Finset.sum_le_sum fun j _ => by
          simpa only [smul_eq_mul] using hc.map_sum_le
            (fun i _ => h0 i j) (hcol j) (fun i _ => ha i)
    _ = ∑ i, f (hA.isHermitian.eigenvalues i) := by
        rw [Finset.sum_comm]
        refine Finset.sum_congr rfl fun i _ => ?_
        rw [← Finset.sum_mul, hrow, one_mul]

/-- Stiffening lowers entropy: if `A` is positive definite and `B - A` is positive semidefinite,
the phonon entropy of `B` is at most that of `A` at every positive temperature. -/
theorem phononEntropy_le_of_stiffening {T : ℝ} (hT : 0 < T) {A B : Matrix n n ℝ}
    (hA : A.PosDef) (hB : B.IsHermitian) (hAB : (B - A).PosSemidef) :
    phononEntropy T hB ≤ phononEntropy T hA.isHermitian := by
  rcases eq_or_ne A B with rfl | hne
  · exact le_rfl
  · obtain ⟨hf, hc⟩ := stiffnessEntropy_strictAnti_convex hT
    exact (spectral_sum_lt hf hc hA hB hAB hne).le

/-- When a positive definite dynamical matrix is stiffened at positive temperature, the phonon
entropy is unchanged exactly when the dynamical matrix is unchanged. -/
theorem phononEntropy_eq_iff {T : ℝ} (hT : 0 < T) {A B : Matrix n n ℝ}
    (hA : A.PosDef) (hB : B.IsHermitian) (hAB : (B - A).PosSemidef) :
    phononEntropy T hB = phononEntropy T hA.isHermitian ↔ A = B := by
  constructor
  · intro h
    by_contra hne
    obtain ⟨hf, hc⟩ := stiffnessEntropy_strictAnti_convex hT
    exact (spectral_sum_lt hf hc hA hB hAB hne).ne h
  · rintro rfl
    rfl

end

end PhononEntropyStiffening
```

```lean
#print axioms PhononEntropyStiffening.phononEntropy_le_of_stiffening
-- 'PhononEntropyStiffening.phononEntropy_le_of_stiffening' depends on axioms: [propext, Classical.choice, Quot.sound]
#print axioms PhononEntropyStiffening.phononEntropy_eq_iff
-- 'PhononEntropyStiffening.phononEntropy_eq_iff' depends on axioms: [propext, Classical.choice, Quot.sound]
```

## Reading the statement

The finite type `n` labels the mass-weighted displacement coordinates, and `Matrix n n ℝ` holds the dynamical matrices. `modeEntropy` is $s$, `stiffnessEntropy T` is $g$, and `phononEntropy T hA` is the sum of $g$ over the eigenvalues. Its argument `hA` is a proof that the matrix is symmetric, which is what `IsHermitian` means for real entries. The oscillator entropy enters as a definition; it is not derived from a partition function.

In `phononEntropy_le_of_stiffening`, `hT` says that the temperature is positive, `hA : A.PosDef` that the original solid is stable with no zero-frequency mode, and `hAB` that the change is a stiffening. The hypothesis `hB` asks only that $B$ be symmetric; its positive eigenvalues follow from the other assumptions. `phononEntropy_eq_iff` has the same hypotheses and gives the equality case.

The positivity of $A$ excludes the free translations of an unpinned crystal, which would have to be removed first. Complex dynamical matrices at a general wavevector, infinite crystals and anharmonic effects are not covered. The order on $B-A$ compares mass-weighted matrices, so it describes force constants alone only when the masses are unchanged.

## How the proof follows the derivation

`hasDerivAt_modeEntropy` differentiates the quotient in `h1` and the logarithm in `h2`; `hk` and `hq` carry out the algebra that combines them. `hasDerivAt_stiffnessEntropy` applies the chain rule through `comp`, and its closing `linear_combination` cancels $\sqrt k$ against its inverse.

`stiffnessEntropy_strictAnti_convex` turns these slopes into the two properties of $g$. A negative derivative gives strict decrease by `strictAntiOn_of_deriv_neg`, and an increasing derivative gives convexity by `MonotoneOn.convexOn_of_deriv`. The product $(F-E)(EF-1)$ is supplied to `nlinarith` to settle the comparison of slopes.

`exists_modes` places the orthonormal mode vectors in the columns of an orthogonal matrix. `exists_overlaps` does this for both $A$ and $B$, calling the matrices `U` and `V`, and forms `W = Uᵀ * V`, whose squared entries are $P_{ij}$. The orthogonality of `W` gives the row and column sums. Inside the proof, `hent` is the formula for $m_j$ and `hdiff` the formula for $b_j-m_j$. For equality, `dotProduct_mulVec_zero_iff` turns a vanishing quadratic form into $(B-A)v_j=0$, and the orthogonality of `V` then gives $B-A=0$.

`spectral_sum_lt` is stated for any strictly decreasing convex function on the positive numbers. It first finds a mode `j₀` with $m_j\ne b_j$, and its `calc` block then follows the displayed chain: strict monotonicity at `j₀`, Jensen's inequality through `hc.map_sum_le`, and an exchange of sums.

The two final theorems apply this lemma to $g$. The inequality treats $A=B$ separately and weakens the strict result otherwise. In the equality theorem, equal entropies with $A\ne B$ would contradict the strict inequality, and the converse is immediate.
